# Without a potential, the zero-energy s-wave u = x has scattering length zero

The theorem `free_wave` says that for zero potential the function u(x) = x, with slope 1, is a zero-energy radial wave on [0, R], and that its scattering length R − u(R)/u′(R) is zero. Here u is the reduced s-wave, that is, x times the radial wavefunction at distance x from the origin, and units are chosen so that ħ²/2m = 1, with m the reduced mass. Being such a wave then means satisfying u″ = Vu, written as the first-order pair u′ = w and w′ = Vu with derivatives taken within the interval, together with u(0) = 0 and w(0) > 0. The wave is not normalised, and R may be any real number. The proof supplies the four conditions one by one, using standard lemmas for the derivatives of the identity and of a constant, and leaves the scattering length to `simp`.

An attempt in Lean 4 with a fault in it:

```lean
import Mathlib

open Set

namespace FreeWave

noncomputable section

/-- A zero-energy radial wave `u` with slope `w` on `[0, R]`: it satisfies `u' = w` and
`w' = V u`, vanishes at the origin and leaves it with positive slope. -/
structure IsZeroEnergyWave (V u w : ℝ → ℝ) (R : ℝ) : Prop where
  deriv_u : ∀ x ∈ Icc 0 R, HasDerivWithinAt u (w x) (Icc 0 R) x
  deriv_w : ∀ x ∈ Icc 0 R, HasDerivWithinAt w (V x * u x) (Icc 0 R) x
  wall : u 0 = 0
  slope : 0 < w 0

/-- The scattering length `a = R - u(R) / u'(R)` of a wave `u` with slope `w`, for a potential
of range `R`; its domain is `w R ≠ 0`. -/
def scatteringLength (u w : ℝ → ℝ) (R : ℝ) : ℝ := R - u R / w R

/-- Without a potential, `u = x` is a zero-energy wave and its scattering length is zero. -/
theorem free_wave (R : ℝ) :
    IsZeroEnergyWave (fun _ => 0) (fun x => x) (fun _ => 1) R ∧
      scatteringLength (fun x => x) (fun _ => 1) R = 0 := by
  refine ⟨⟨fun x _ => hasDerivWithinAt_id' x _, fun x _ => ?_, rfl, one_pos⟩, ?_⟩
  · exact (hasDerivWithinAt_const x (Icc 0 R) (1 : ℝ)).congr_deriv (by simp)
  · simp [scatteringLength]

end

end FreeWave
```

The error:

```
Main.lean:25:22: error(lean.unknownIdentifier): Unknown identifier `hasDerivWithinAt_id'`
```

Diagnosis. The message says that Lean knows no lemma called `hasDerivWithinAt_id'`. The proof calls it to show that u(x) = x has derivative 1 within `Icc 0 R`, which is the field `deriv_u`. The mathematics of that step is sound, but the name refers to nothing available in this file.

The repair reaches the same fact in two steps. The lemma `hasDerivAt_id' x` does exist, and says that the function `fun x => x` has derivative 1 at `x` in the ordinary sense. Adding `.hasDerivWithinAt` turns this into a derivative within a set, since a function with an ordinary derivative at a point has the same derivative there within any set. Lean takes the set, `Icc 0 R`, from the expected type, so it need not be written out. The rest of the proof is unchanged.

After these edits no error is left:

```diff
@@ -23,5 +23,5 @@
     IsZeroEnergyWave (fun _ => 0) (fun x => x) (fun _ => 1) R ∧
       scatteringLength (fun x => x) (fun _ => 1) R = 0 := by
-  refine ⟨⟨fun x _ => hasDerivWithinAt_id' x _, fun x _ => ?_, rfl, one_pos⟩, ?_⟩
+  refine ⟨⟨fun x _ => (hasDerivAt_id' x).hasDerivWithinAt, fun x _ => ?_, rfl, one_pos⟩, ?_⟩
   · exact (hasDerivWithinAt_const x (Icc 0 R) (1 : ℝ)).congr_deriv (by simp)
   · simp [scatteringLength]
```
